# Trace and idempotency of the density matrix for orthonormal orbitals in a moving basis

`occupation_law` concerns finitely many orbitals with coefficients C(t) in a finite moving basis with overlap matrix S, which obey i S C′ = (F − iD) C, where F and S are Hermitian and S′ = D + D†. If the orbitals are orthonormal at time zero, C†SC = 1, and the occupation matrix W is fixed, then the density matrix P = CWC† satisfies tr(PS) = tr W at every time, and PSP = P holds exactly when W² = W. W may be any complex square matrix, Hermitian or not. The proof takes from an earlier lemma that C†SC keeps its initial value, and so reduces PSP to CW²C†. It then means to get W back from P by multiplying with C†S on the left and SC on the right, which gives one direction of the equivalence, while the trace follows from cyclicity.

As first written in Lean, the proof fails:

```lean
import Mathlib

open Matrix

namespace MovingBasisDensity

/-- The time-dependent matrix `A` has the derivative `A'` at time `t`, entry by entry. -/
def HasMatDerivAt {m n : Type*} (A : ℝ → Matrix m n ℂ) (A' : Matrix m n ℂ) (t : ℝ) : Prop :=
  ∀ i j, HasDerivAt (fun s => A s i j) (A' i j) t

/-- Orbital coefficients `C` with velocity `C'` in a moving basis with overlap `S`,
derivative coupling `D` and Fock matrix `F`: they obey `i S C' = (F - i D) C`. -/
structure IsOrbitalFlow {n o : Type*} [Fintype n] (S D F : ℝ → Matrix n n ℂ)
    (C C' : ℝ → Matrix n o ℂ) : Prop where
  overlap_herm : ∀ t, (S t).IsHermitian
  fock_herm : ∀ t, (F t).IsHermitian
  overlap_deriv : ∀ t, HasMatDerivAt S (D t + (D t)ᴴ) t
  orbital_deriv : ∀ t, HasMatDerivAt C (C' t) t
  eom : ∀ t, Complex.I • (S t * C' t) = (F t - Complex.I • D t) * C t

/-- The density matrix `C W Cᴴ` of orbitals `C` with occupation matrix `W`. -/
def density {n o : Type*} [Fintype o] (C : Matrix n o ℂ) (W : Matrix o o ℂ) : Matrix n n ℂ :=
  C * W * Cᴴ

/-- The product rule for time-dependent matrices. -/
theorem HasMatDerivAt.mul {l m n : Type*} [Fintype m] {A : ℝ → Matrix l m ℂ}
    {B : ℝ → Matrix m n ℂ} {A' : Matrix l m ℂ} {B' : Matrix m n ℂ} {t : ℝ}
    (hA : HasMatDerivAt A A' t) (hB : HasMatDerivAt B B' t) :
    HasMatDerivAt (fun s => A s * B s) (A' * B t + A t * B') t := by
  intro i j
  have h := HasDerivAt.fun_sum (u := Finset.univ)
    (fun k _ => (hA i k).fun_mul (hB k j))
  simpa only [Matrix.mul_apply, Matrix.add_apply, Finset.sum_add_distrib] using h

/-- The derivative of the adjoint is the adjoint of the derivative. -/
theorem HasMatDerivAt.adjoint {m n : Type*} {A : ℝ → Matrix m n ℂ} {A' : Matrix m n ℂ}
    {t : ℝ} (hA : HasMatDerivAt A A' t) : HasMatDerivAt (fun s => (A s)ᴴ) A'ᴴ t :=
  fun i j => (hA j i).star

section Flow

variable {n o : Type*} [Fintype n] {S D F : ℝ → Matrix n n ℂ} {C C' : ℝ → Matrix n o ℂ}

/-- The equation of motion solved for `S C'`, together with its adjoint. -/
theorem velocity (h : IsOrbitalFlow S D F C C') (t : ℝ) :
    S t * C' t = -(Complex.I • (F t * C t)) - D t * C t ∧
    (C' t)ᴴ * S t = Complex.I • ((C t)ᴴ * F t) - (C t)ᴴ * (D t)ᴴ := by
  have e : S t * C' t = -(Complex.I • (F t * C t)) - D t * C t := by
    calc S t * C' t = (-Complex.I) • (Complex.I • (S t * C' t)) := by
          rw [smul_smul]; simp
      _ = _ := by
          rw [h.eom t, Matrix.sub_mul, Matrix.smul_mul, smul_sub, smul_smul]; simp
  refine ⟨e, ?_⟩
  have e' := congrArg Matrix.conjTranspose e
  simpa only [conjTranspose_mul, conjTranspose_sub, conjTranspose_neg, conjTranspose_smul,
    (h.overlap_herm t).eq, (h.fock_herm t).eq, Complex.star_def, Complex.conj_I,
    neg_smul, neg_neg] using e'

/-- The matrix `Cᴴ S C` of orbital overlaps keeps its initial value. -/
theorem orbital_overlap_const (h : IsOrbitalFlow S D F C C') (t : ℝ) :
    (C t)ᴴ * S t * C t = (C 0)ᴴ * S 0 * C 0 := by
  have key : ∀ t, HasMatDerivAt (fun s => (C s)ᴴ * S s * C s) 0 t := by
    intro t
    have d := ((h.orbital_deriv t).adjoint.mul (h.overlap_deriv t)).mul (h.orbital_deriv t)
    have d2 : HasMatDerivAt (fun s => (C s)ᴴ * S s * C s)
      (((C' t)ᴴ * S t + (C t)ᴴ * (D t + (D t)ᴴ)) * C t + (C t)ᴴ * S t * C' t) t := d
    -- the Fock terms cancel, and the coupling terms cancel the motion of the overlap
    have e : ((C' t)ᴴ * S t + (C t)ᴴ * (D t + (D t)ᴴ)) * C t
        + (C t)ᴴ * S t * C' t = 0 := by
      rw [Matrix.mul_assoc (C t)ᴴ (S t) (C' t), (velocity h t).1, (velocity h t).2]
      simp only [Matrix.mul_sub, Matrix.sub_mul, Matrix.mul_add, Matrix.add_mul,
        Matrix.mul_neg, Matrix.smul_mul, Matrix.mul_smul, Matrix.mul_assoc]
      abel
    rwa [e] at d2
  ext i j
  exact is_const_of_deriv_eq_zero (fun s => (key s i j).differentiableAt)
    (fun s => (key s i j).deriv) t 0

/-- For orbitals orthonormal at time zero and fixed occupations `W`, at every time
`trace (P S) = trace W`, and `P S P = P` holds exactly when `W` is idempotent. -/
theorem occupation_law [Fintype o] [DecidableEq o] (h : IsOrbitalFlow S D F C C')
    (h0 : (C 0)ᴴ * S 0 * C 0 = 1) (W : Matrix o o ℂ) (t : ℝ) :
    (density (C t) W * S t).trace = W.trace ∧
    (density (C t) W * S t * density (C t) W = density (C t) W ↔ W * W = W) := by
  have g : (C t)ᴴ * S t * C t = 1 := (orbital_overlap_const h t).trans h0
  have sq : density (C t) W * S t * density (C t) W = density (C t) (W * W) := by
    calc _ = C t * W * ((C t)ᴴ * S t * C t) * W * (C t)ᴴ := by
          simp only [density, Matrix.mul_assoc]
      _ = _ := by rw [g, Matrix.mul_one]; simp only [density, Matrix.mul_assoc]
  -- the occupations can be read off from the density
  have rec : ∀ V : Matrix o o ℂ, (C t)ᴴ * S t * density (C t) V * (S t * C t) = V := by
    intro V
    calc _ = ((C t)ᴴ * S t * C t) * V * ((C t)ᴴ * S t * C t) := by
          simp only [density, Matrix.mul_assoc]
      _ = V := by rw [g, Matrix.one_mul, Matrix.mul_one]
  refine ⟨?_, ?_⟩
  · calc _ = ((C t * W) * ((C t)ᴴ * S t)).trace := by
          simp only [density, Matrix.mul_assoc]
      _ = (((C t)ᴴ * S t * C t) * W).trace := by
          rw [Matrix.trace_mul_comm]; simp only [Matrix.mul_assoc]
      _ = W.trace := by rw [g, Matrix.one_mul]
  · rw [sq]
    constructor
    · intro hP
      rw [← rec (W * W), hP, rec W]
    · intro hW
      rw [hW]

end Flow

end MovingBasisDensity
```

The compiler's answer:

```
Main.lean:84:79: error: unsolved goals
case rec
n : Type u_1
o : Type u_2
inst✝² : Fintype n
S D F : ℝ → Matrix n n ℂ
C C' : ℝ → Matrix n o ℂ
inst✝¹ : Fintype o
inst✝ : DecidableEq o
h : IsOrbitalFlow S D F C C'
h0 : (C 0)ᴴ * S 0 * C 0 = 1
W : Matrix o o ℂ
t : ℝ
g : (C t)ᴴ * S t * C t = 1
sq : density (C t) W * S t * density (C t) W = density (C t) (W * W)
⊢ ∀ (V : Matrix o o ℂ), (C t)ᴴ * S t * density (C t) V * (S t * C t) = V

n : Type u_1
o : Type u_2
inst✝² : Fintype n
S D F : ℝ → Matrix n n ℂ
C C' : ℝ → Matrix n o ℂ
inst✝¹ : Fintype o
inst✝ : DecidableEq o
h : IsOrbitalFlow S D F C C'
h0 : (C 0)ᴴ * S 0 * C 0 = 1
W : Matrix o o ℂ
t : ℝ
g : (C t)ᴴ * S t * C t = 1
sq : density (C t) W * S t * density (C t) W = density (C t) (W * W)
rec : ∀ (V : Matrix o o ℂ), (C t)ᴴ * S t * density (C t) V * (S t * C t) = V
⊢ (density (C t) W * S t).trace = W.trace ∧ (density (C t) W * S t * density (C t) W = density (C t) W ↔ W * W = W)
Main.lean:91:82: error: unexpected token ':='; expected command
```

The fault is the name `rec`, and the mathematics is not at issue. Lean uses this word in `let rec`, and the parser for a `have` with a value refuses it as the name at the start of the declaration. Mathlib also has a form of `have` without a value, which does accept `have rec : …` and leaves the stated type to be proved as a new goal. Lean therefore read the line in this second form and stopped at `:=`, which has no place there; this is the message "unexpected token ':='".

The proof was thus cut off at that point, and the "unsolved goals" message lists what was left: the statement of `rec` itself, and the theorem's main goal with `rec` as a hypothesis.

The diff renames the hypothesis to `recover`, an ordinary name, so the `have` is read together with its proof, and both messages go. The later `rw` is changed to use the new name. The line break in the statement is mere tidying.

The mended proof, as a diff:

```diff
@@ -89,5 +89,6 @@
       _ = _ := by rw [g, Matrix.mul_one]; simp only [density, Matrix.mul_assoc]
   -- the occupations can be read off from the density
-  have rec : ∀ V : Matrix o o ℂ, (C t)ᴴ * S t * density (C t) V * (S t * C t) = V := by
+  have recover : ∀ V : Matrix o o ℂ,
+      (C t)ᴴ * S t * density (C t) V * (S t * C t) = V := by
     intro V
     calc _ = ((C t)ᴴ * S t * C t) * V * ((C t)ᴴ * S t * C t) := by
@@ -103,5 +104,5 @@
     constructor
     · intro hP
-      rw [← rec (W * W), hP, rec W]
+      rw [← recover (W * W), hP, recover W]
     · intro hW
       rw [hW]
```
